# Stable isotropic solids in d ≥ 2 dimensions have Poisson ratios filling exactly (−1, 1/(d−1))

A finite-element input for an isotropic elastic solid often specifies Young's modulus E and the Poisson ratio ν, and the program converts them to the Lamé moduli λ and μ. Before converting, it can reject any three-dimensional input with ν outside −1 < ν < 1/2. That check is sound if no stable material is turned away, and sharp if every accepted ν belongs to some stable material.

Both properties are shown here for linear isotropic elasticity in any dimension d ≥ 2, where the interval is −1 < ν < 1/(d−1). "Stable" means that the moduli are finite and satisfy μ > 0 and dλ + 2μ > 0.

```lean
import Mathlib

open Matrix

namespace PoissonRatioBounds

noncomputable section
```

## Hooke's law and the stability inequalities

Let e be the strain, a real d × d matrix with components e_ab, and let tr e be its trace. With 1 denoting the identity matrix, the isotropic stress is

σ = λ (tr e) 1 + 2μ e.

```lean
/-- Isotropic Hooke's law in dimension `d`: the stress `l tr(e) 1 + 2 μ e` produced by the
strain `e`, with Lamé moduli `l` and `μ`. -/
def stress {d : ℕ} (l μ : ℝ) (e : Matrix (Fin d) (Fin d) ℝ) : Matrix (Fin d) (Fin d) ℝ :=
  (l * e.trace) • (1 : Matrix (Fin d) (Fin d) ℝ) + (2 * μ) • e
```

The function `stress` is this formula, with `l` written for λ. `Fin d` labels the d Cartesian axes. The strain is not required to be symmetric, but under a uniaxial stress the off-diagonal equations read 2μ e_ab = 0, so for μ > 0 the strain is diagonal anyway.

The two stability inequalities come from the elastic energy density. For a symmetric strain with traceless part e′ = e − (tr e / d) 1, it is

W = (λ/2)(tr e)² + μ Σ_ab e_ab² = μ Σ_ab (e′_ab)² + ((dλ + 2μ)/(2d)) (tr e)².

The first term is the cost of changing shape and the second the cost of changing volume. Both coefficients must be positive if the undeformed solid is to be a strict energy minimum.

```lean
/-- The stability inequalities for the Lamé moduli: `μ` and `d l + 2 μ` are positive. -/
def Stable (d : ℕ) (l μ : ℝ) : Prop := 0 < μ ∧ 0 < d * l + 2 * μ
```

The definition `Stable` adopts the inequalities directly; their derivation from W is background and is not formalised.

## The ratio and the strain that displays it

Write D for the combination that will appear in the denominator:

D = (d−1)λ + 2μ,  ν = λ/D.

```lean
/-- The Poisson ratio `l / ((d - 1) l + 2 μ)` in terms of the Lamé moduli, for
`(d - 1) l + 2 μ ≠ 0`. -/
def poisson (d : ℕ) (l μ : ℝ) : ℝ := l / ((d - 1) * l + 2 * μ)
```

In three dimensions this is the familiar ν = λ/(2(λ + μ)). At this point `poisson` is only a formula in the moduli. Its identification with a measured ratio of strains is proved below.

A bar pulled along axis i should lengthen along i and have equal strains along all other axes: a contraction if ν > 0, an expansion if ν < 0. Let P be the matrix whose only nonzero entry is a 1 at position (i,i). Unit extension with lateral contraction ν is then

e = (1+ν) P − ν 1,

which has e_ii = 1 and e_jj = −ν for j ≠ i.

```lean
/-- The strain with unit extension along axis `i` and contraction `ν` along every other axis. -/
def uniaxialStrain {d : ℕ} (i : Fin d) (ν : ℝ) : Matrix (Fin d) (Fin d) ℝ :=
  (1 + ν) • Matrix.single i i (1 : ℝ) - ν • (1 : Matrix (Fin d) (Fin d) ℝ)
```

Unit extension is a normalisation. The law is linear, so strain and stress can be scaled down together to the small strains for which it is meant.

A uniaxial stress of size s along axis i is sP, written `Matrix.single i i s` in Lean. Its trace is s.

```lean
/-- The trace of the matrix with entry `s` at position `(i, i)` and zeros elsewhere is `s`. -/
theorem trace_uniaxial {d : ℕ} (i : Fin d) (s : ℝ) : (Matrix.single i i s).trace = s := by
  simp [Matrix.trace]
```

## The denominator is positive

Neither stability inequality is D > 0 itself, but together they imply it:

d D = (d−1)(dλ + 2μ) + 2μ.

For d ≥ 2 both terms on the right are positive, hence D > 0.

```lean
/-- For stable moduli in dimension at least two, the denominator of the Poisson ratio is
positive. -/
theorem denominator_pos {d : ℕ} (hd : 2 ≤ d) {l μ : ℝ} (h : Stable d l μ) :
    0 < ((d : ℝ) - 1) * l + 2 * μ := by
  have hd' : (2 : ℝ) ≤ d := by exact_mod_cast hd
  have hd0 : (0 : ℝ) < d := by linarith
  have hd1 : (0 : ℝ) < (d : ℝ) - 1 := by linarith
  -- `d` times the denominator is a sum of two positive terms
  have key : 0 < (d : ℝ) * (((d : ℝ) - 1) * l + 2 * μ) := by
    have h1 := mul_pos hd1 h.2
    have h2 := h.1
    calc (0 : ℝ) < ((d : ℝ) - 1) * (d * l + 2 * μ) + 2 * μ := by linarith
      _ = (d : ℝ) * (((d : ℝ) - 1) * l + 2 * μ) := by ring
  exact (mul_pos_iff_of_pos_left hd0).mp key
```

The `calc` block contains this identity, checked by `ring`, and the last line divides out the positive factor d.

## Uniaxial stress fixes the lateral strain

Let the stress be sP with s ≠ 0, and let j be an axis different from i. The ii component, the jj component and the trace of Hooke's law are

λ tr e + 2μ e_ii = s,
λ tr e + 2μ e_jj = 0,
(dλ + 2μ) tr e = s.

Subtracting the third equation from the first gives

2μ e_ii = D tr e.

If e_ii were zero, then tr e would vanish because D > 0, and the third equation would give s = 0, a contradiction. So e_ii ≠ 0.

For the lateral strain, multiply the second equation by D and substitute for D tr e:

2μ D e_jj = −λ D tr e = −2μ λ e_ii.

Cancelling 2μ and dividing by D yields

e_jj = −(λ/D) e_ii = −ν e_ii.

```lean
/-- A stable isotropic solid under nonzero uniaxial stress along axis `i` has nonzero strain
along `i`, and its strain along any other axis `j` is `-poisson d l μ` times that strain. -/
theorem uniaxial_response {d : ℕ} {i j : Fin d} (hij : i ≠ j) {l μ s : ℝ}
    (h : Stable d l μ) (hs : s ≠ 0) {e : Matrix (Fin d) (Fin d) ℝ}
    (he : stress l μ e = Matrix.single i i s) :
    e i i ≠ 0 ∧ e j j = -poisson d l μ * e i i := by
  have hd : 2 ≤ d := by
    have h1 := i.isLt
    have h2 := j.isLt
    have h3 : i.val ≠ j.val := fun hv => hij (Fin.ext hv)
    omega
  have hD := denominator_pos hd h
  -- axial component, lateral component and trace of Hooke's law
  have hii : l * e.trace + 2 * μ * e i i = s := by
    simpa [stress, Matrix.single_apply] using congrArg (fun M => M i i) he
  have hjj : l * e.trace + 2 * μ * e j j = 0 := by
    simpa [stress, Matrix.single_apply, hij] using congrArg (fun M => M j j) he
  have htr := congrArg Matrix.trace he
  rw [trace_uniaxial, stress, Matrix.trace_add, Matrix.trace_smul, Matrix.trace_smul,
    Matrix.trace_one, Fintype.card_fin, smul_eq_mul, smul_eq_mul] at htr
  have hE : 2 * μ * e i i = (((d : ℝ) - 1) * l + 2 * μ) * e.trace := by
    linear_combination hii - htr
  constructor
  · intro h0
    have hz : (((d : ℝ) - 1) * l + 2 * μ) * e.trace = 0 := by
      rw [← hE, h0, mul_zero]
    have ht : e.trace = 0 := (mul_eq_zero.mp hz).resolve_left hD.ne'
    exact hs (by linear_combination (l * d + 2 * μ) * ht - htr)
  · have hμ : 2 * μ ≠ 0 := mul_ne_zero two_ne_zero h.1.ne'
    have hk : (((d : ℝ) - 1) * l + 2 * μ) * e j j = -l * e i i := by
      apply mul_left_cancel₀ hμ
      linear_combination (((d : ℝ) - 1) * l + 2 * μ) * hjj + l * hE
    have hν : poisson d l μ * (((d : ℝ) - 1) * l + 2 * μ) = l :=
      div_mul_cancel₀ l hD.ne'
    apply mul_left_cancel₀ hD.ne'
    linear_combination hk + e i i * hν
```

In words, `uniaxial_response` says that any strain producing a nonzero uniaxial stress in a stable solid has nonzero axial strain, and that its lateral strain is −ν times the axial one. The stress may be tensile or compressive. The dimension is not assumed to be at least two, since the existence of two different axes already forces it.

The three equations are `hii`, `hjj` and `htr`, and their consequence 2μ e_ii = D tr e is `hE`. Each `linear_combination` names the multiples of known equations that are to be added, and Lean checks that the result is the desired equation. The two uses of `mul_left_cancel₀` are the cancellations of 2μ and D.

## A strain that produces uniaxial stress

The converse construction starts from the strain e = (1+ν)P − ν1 with ν = λ/D. Its trace is 1 + ν − dν, so

σ = λ(1 + ν − dν) 1 + 2μ(1+ν) P − 2μν 1.

Collecting the multiples of the identity gives the coefficient

λ(1 − (d−1)ν) − 2μν = λ − νD = 0.

What remains is

σ = 2μ(1+ν) P.

The lateral faces carry no stress. Since the extension is one, the axial stress is Young's modulus, E = 2μ(1+ν).

```lean
/-- Unit extension along `i` with lateral contraction given by the Poisson ratio `ν` produces a
uniaxial stress of size `2 μ (1 + ν)` along `i`, provided `(d - 1) l + 2 μ ≠ 0`. -/
theorem stress_uniaxialStrain {d : ℕ} (i : Fin d) {l μ : ℝ}
    (hD : ((d : ℝ) - 1) * l + 2 * μ ≠ 0) :
    stress l μ (uniaxialStrain i (poisson d l μ)) =
      Matrix.single i i (2 * μ * (1 + poisson d l μ)) := by
  have hν : poisson d l μ * (((d : ℝ) - 1) * l + 2 * μ) = l := div_mul_cancel₀ l hD
  generalize poisson d l μ = ν at hν ⊢
  have ht : (uniaxialStrain i ν).trace = 1 + ν - ν * d := by
    rw [uniaxialStrain, Matrix.trace_sub, Matrix.trace_smul, Matrix.trace_smul,
      trace_uniaxial, Matrix.trace_one, Fintype.card_fin, smul_eq_mul, smul_eq_mul, mul_one]
  rw [stress, ht, uniaxialStrain]
  ext a b
  have hs : Matrix.single i i (2 * μ * (1 + ν)) a b =
      2 * μ * (1 + ν) * Matrix.single i i (1 : ℝ) a b := by
    simp [Matrix.single_apply]
  rw [hs]
  simp only [Matrix.add_apply, Matrix.sub_apply, Matrix.smul_apply, smul_eq_mul]
  -- the isotropic part cancels by the definition of the Poisson ratio
  linear_combination (-((1 : Matrix (Fin d) (Fin d) ℝ) a b)) * hν
```

This step needs only D ≠ 0, not stability. The proof keeps the relation νD = λ as `hν`, and then `generalize` treats ν as an ordinary number obeying it. After the trace has been computed, `ext a b` compares the matrices entry by entry, and the final line uses `hν` to cancel the isotropic part.

## Each end of the interval is one stability inequality

Suppose D > 0. Multiplying by D preserves the direction of an inequality, so the lower bound becomes

−1 < λ/D  ⇔  −D < λ  ⇔  0 < dλ + 2μ.

Since d − 1 > 0, the upper bound becomes

λ/D < 1/(d−1)  ⇔  (d−1)λ < D  ⇔  0 < 2μ.

Positive resistance to volume change thus excludes ν = −1, and positive resistance to shear excludes ν = 1/(d−1) as long as λ is finite. An incompressible solid, which has μ > 0 and ν = 1/(d−1), is the limit λ → ∞ and lies outside the theorem.

```lean
/-- In dimension at least two, the moduli are stable exactly when `(d - 1) l + 2 μ` is positive
and the Poisson ratio lies strictly between `-1` and `1 / (d - 1)`. -/
theorem stable_iff_poisson {d : ℕ} (hd : 2 ≤ d) (l μ : ℝ) :
    Stable d l μ ↔ 0 < ((d : ℝ) - 1) * l + 2 * μ ∧
      poisson d l μ ∈ Set.Ioo (-1 : ℝ) (1 / ((d : ℝ) - 1)) := by
  have hd' : (2 : ℝ) ≤ d := by exact_mod_cast hd
  have hd1 : (0 : ℝ) < (d : ℝ) - 1 := by linarith
  constructor
  · intro h
    have hD := denominator_pos hd h
    obtain ⟨h1, h2⟩ := h
    refine ⟨hD, ?_, ?_⟩
    · rw [poisson, lt_div_iff₀ hD]
      linarith
    · rw [poisson, div_lt_div_iff₀ hD hd1]
      linarith
  · rintro ⟨hD, h1, h2⟩
    rw [poisson, lt_div_iff₀ hD] at h1
    rw [poisson, div_lt_div_iff₀ hD hd1] at h2
    exact ⟨by linarith, by linarith⟩
```

The theorem `stable_iff_poisson` states that stability is equivalent to D > 0 together with both bounds on ν; `Set.Ioo` is the open interval. The lemmas `lt_div_iff₀` and `div_lt_div_iff₀` clear the denominators, and `linarith` does the remaining linear arithmetic.

The condition D > 0 carries information that ν lacks. Reversing the signs of both λ and μ leaves ν unchanged but turns a stable solid into an unstable one.

## Every ratio in the interval occurs

One inclusion is now immediate. If a stable solid under nonzero uniaxial stress shows e_jj = −ν e_ii, then the response formula and e_ii ≠ 0 force ν = λ/D, which lies in the interval.

For the other inclusion, take any ν with −1 < ν < 1/(d−1) and choose, in arbitrary units of stress,

λ = ν,  2μ = 1 − (d−1)ν.

Then D = 1 and λ/D = ν, so the previous equivalence makes these moduli stable. The strain (1+ν)P − ν1 carries the stress 2μ(1+ν)P, which is nonzero because μ > 0 and 1 + ν > 0. Its axial strain is 1 and its lateral strain is −ν, as required.

```lean
/-- The ratios `ν` of lateral contraction along `j` to extension along `i` that occur in stable
isotropic solids under nonzero uniaxial stress along `i` fill exactly the open interval from
`-1` to `1 / (d - 1)`. -/
theorem poisson_range {d : ℕ} {i j : Fin d} (hij : i ≠ j) :
    {ν : ℝ | ∃ (l μ s : ℝ) (e : Matrix (Fin d) (Fin d) ℝ), Stable d l μ ∧ s ≠ 0 ∧
      stress l μ e = Matrix.single i i s ∧ e j j = -ν * e i i} =
    Set.Ioo (-1 : ℝ) (1 / ((d : ℝ) - 1)) := by
  have hd : 2 ≤ d := by
    have h1 := i.isLt
    have h2 := j.isLt
    have h3 : i.val ≠ j.val := fun hv => hij (Fin.ext hv)
    omega
  ext ν
  constructor
  · rintro ⟨l, μ, s, e, h, hs, he, hν⟩
    obtain ⟨h0, h1⟩ := uniaxial_response hij h hs he
    have hp : ν = poisson d l μ :=
      mul_right_cancel₀ h0 (by linear_combination hν - h1)
    rw [hp]
    exact ((stable_iff_poisson hd l μ).1 h).2
  · intro hν
    -- choose `l = ν` and `μ` so that the denominator equals one
    obtain ⟨μ, hμ⟩ : ∃ μ : ℝ, μ = (1 - ((d : ℝ) - 1) * ν) / 2 := ⟨_, rfl⟩
    have hD : ((d : ℝ) - 1) * ν + 2 * μ = 1 := by rw [hμ]; ring
    have hp : poisson d ν μ = ν := by rw [poisson, hD, div_one]
    have hst : Stable d ν μ :=
      (stable_iff_poisson hd ν μ).2 ⟨by rw [hD]; exact one_pos, by rw [hp]; exact hν⟩
    have hstress := stress_uniaxialStrain i (l := ν) (μ := μ) (by rw [hD]; exact one_ne_zero)
    rw [hp] at hstress
    have hpos : 0 < 1 + ν := by linarith [hν.1]
    refine ⟨ν, μ, 2 * μ * (1 + ν), uniaxialStrain i ν, hst, ?_, hstress, ?_⟩
    · exact (mul_pos (mul_pos two_pos hst.1) hpos).ne'
    · simp [uniaxialStrain, hij]
```

The set on the left of `poisson_range` collects every number ν for which there are stable moduli, a nonzero stress s and a strain e obeying Hooke's law with e_jj = −ν e_ii. It is therefore defined by the strains, not by the formula for `poisson`. The axes i and j are fixed but arbitrary, and each such pair gives the same interval. For given moduli there is only one ratio; the interval is swept out as the moduli vary.

In the proof, `rintro` unpacks a given solid and its strain for the first inclusion, while `refine` supplies the explicit moduli, stress and strain for the second.

The interval is (−1, 1) for d = 2 and (−1, 1/2) for d = 3. In two dimensions, λ and μ are the moduli of the two-dimensional law itself. The theorem concerns admissible moduli in linear elasticity and does not say which values are found in real substances.

## Equal Lamé moduli

Because D and d + 1 are both nonzero, the fractions can be cleared:

λ/D = 1/(d+1)  ⇔  (d+1)λ = (d−1)λ + 2μ  ⇔  λ = μ.

```lean
/-- For stable moduli in dimension at least two, the Poisson ratio equals `1 / (d + 1)` exactly
when the two Lamé moduli are equal. -/
theorem poisson_eq_iff_equal_moduli {d : ℕ} (hd : 2 ≤ d) {l μ : ℝ} (h : Stable d l μ) :
    poisson d l μ = 1 / ((d : ℝ) + 1) ↔ l = μ := by
  have hD := denominator_pos hd h
  have hd1 : (d : ℝ) + 1 ≠ 0 := by positivity
  rw [poisson, div_eq_div_iff hD.ne' hd1]
  constructor
  · intro h1
    linarith
  · intro h1
    rw [h1]
    ring

end

end PoissonRatioBounds
```

```lean
#print axioms PoissonRatioBounds.stable_iff_poisson
#print axioms PoissonRatioBounds.poisson_range
#print axioms PoissonRatioBounds.poisson_eq_iff_equal_moduli
```

```
'PoissonRatioBounds.stable_iff_poisson' depends on axioms: [propext, Classical.choice, Quot.sound]
'PoissonRatioBounds.poisson_range' depends on axioms: [propext, Classical.choice, Quot.sound]
'PoissonRatioBounds.poisson_eq_iff_equal_moduli' depends on axioms: [propext, Classical.choice, Quot.sound]
```

So a stable isotropic solid has equal Lamé moduli exactly when its Poisson ratio is 1/3 in two dimensions or 1/4 in three. In the proof, `div_eq_div_iff` performs the cross-multiplication, and the two directions are then linear algebra.

## The check in a program

Solving ν = λ/D and E = 2μ(1+ν) for the Lamé moduli gives the conversion used for an input of E and ν:

μ = E / (2(1+ν)),
λ = E ν / ((1+ν)(1 − (d−1)ν)).

The denominators vanish only at the two ends of the interval. A routine can therefore test E > 0 and −1 < ν < 1/(d−1) before dividing. Here d is the dimension of the elastic law to which E and ν belong: a plane-strain or plane-stress calculation that takes them from a three-dimensional solid still needs the test with d = 3. Given the bounds on ν, the condition E > 0 is the same as μ > 0, and the computed moduli then satisfy both stability inequalities. Near the upper end at fixed E, λ becomes very large and the solid nearly incompressible, so a value such as ν = 0.4999 in three dimensions is admissible but may still be numerically difficult.

The same test applies to elastic constants from an electronic-structure calculation once they have been averaged to an isotropic bulk modulus K and shear modulus G. In three dimensions, K = λ + 2μ/3 and G = μ, so

ν = (3K − 2G) / (2(3K + G)).

Here the program should test K > 0 and G > 0 separately, since reversing both signs leaves ν the same. These tests concern the averaged isotropic solid. Passing them does not show that the crystal itself is stable, and along particular directions of an anisotropic single crystal the Poisson ratio can lie outside the isotropic bounds.
